# Finite second-order energy at gap closure for constant coupling and uniformly distributed pair energies

**Q:** You replace a band structure by two numbers, $x$ and $y$, spread evenly over an interval. What physics is left?

**A:** They are the excitation energies of two electron–hole pairs, measured from threshold. For a one-dimensional linear band with vertical excitations, pair energy is proportional to distance from the crossing point, so its density is uniform up to a cutoff $W>0$. A short-range interaction is represented by one constant coupling $v$, and $v^2$ absorbs the densities of pair energies. The gap $d\ge 0$ is the threshold for exciting both pairs, twice the gap for a single pair, and enters as a rigid shift of the double-excitation denominator:

$$E(d)=-\int_0^W\!\!\int_0^W\frac{v^2}{x+y+d}\,dy\,dx .$$

```lean
import Mathlib

open MeasureTheory Set Filter Topology

namespace GapClosingSecondOrder

noncomputable section

/-- Second-order energy for a constant coupling `v`, two electron-hole pairs with excitation
energies spread uniformly over `(0, W]`, and a gap `d` in the energy denominator. -/
def secondOrderEnergy (v W d : ℝ) : ℝ :=
  -∫ p in Ioc (0 : ℝ) W ×ˢ Ioc (0 : ℝ) W, v ^ 2 / (p.1 + p.2 + d)
```

In `secondOrderEnergy`, `p.1` and `p.2` are $x$ and $y$, and the integral is a two-dimensional Lebesgue integral over $(0,W]^2$.

**Q:** What have you left out?

**A:** Non-vertical excitations, in which the two pairs carry opposite momenta, a separate exchange term, and any change in band shape as the gap opens. The constant coupling also excludes the long-range Coulomb interaction, so this does not settle whether second-order perturbation theory is finite for the electron gas.

**Q:** At $d=0$ the integrand blows up at the corner. How do you know that the integral exists?

**A:** From $(\sqrt x-\sqrt y)^2\ge 0$ we get $x+y+d\ge 2\sqrt x\sqrt y\ge\sqrt x\sqrt y$, hence

$$\frac{v^2}{x+y+d}\le \frac{v^2}{\sqrt x\,\sqrt y}.$$

The right side integrates to $v^2(2\sqrt W)^2=4Wv^2$. Integrability is stated as its own theorem because Fubini's theorem uses it below, and because Lean assigns the value zero to the integral of a non-integrable function, so a real-valued integral in Lean is finite whether or not it converges.

```lean
/-- The second-order integrand is integrable over the square of pair energies for every
non-negative gap, the closed gap included. -/
theorem integrableOn_square (v : ℝ) {W d : ℝ} (hW : 0 < W) (hd : 0 ≤ d) :
    IntegrableOn (fun p : ℝ × ℝ => v ^ 2 / (p.1 + p.2 + d))
      (Ioc (0 : ℝ) W ×ˢ Ioc (0 : ℝ) W) := by
  have hg : IntegrableOn (fun x : ℝ => x ^ (-(1 / 2) : ℝ)) (Ioc 0 W) :=
    (intervalIntegrable_iff_integrableOn_Ioc_of_le hW.le).1
      (intervalIntegral.intervalIntegrable_rpow' (by norm_num))
  have hprod := Integrable.mul_prod hg hg
  rw [Measure.prod_restrict, ← Measure.volume_eq_prod] at hprod
  have key : ∀ t : ℝ, 0 < t → t ^ (-(1 / 2) : ℝ) = (√t)⁻¹ := by
    intro t ht
    rw [Real.rpow_neg ht.le, Real.sqrt_eq_rpow]
  have hmeas : Measurable (fun p : ℝ × ℝ => v ^ 2 / (p.1 + p.2 + d)) := by fun_prop
  refine Integrable.mono' (hprod.const_mul (v ^ 2)) hmeas.aestronglyMeasurable
    ((ae_restrict_iff' (measurableSet_Ioc.prod measurableSet_Ioc)).2
      (Eventually.of_forall fun p hp => ?_))
  have hx : 0 < p.1 := hp.1.1
  have hy : 0 < p.2 := hp.2.1
  have hsx : 0 < √p.1 := Real.sqrt_pos.2 hx
  have hsy : 0 < √p.2 := Real.sqrt_pos.2 hy
  -- the geometric mean of the pair energies bounds the denominator from below
  have hle : √p.1 * √p.2 ≤ p.1 + p.2 + d := by
    nlinarith [sq_nonneg (√p.1 - √p.2), Real.sq_sqrt hx.le, Real.sq_sqrt hy.le]
  rw [Real.norm_of_nonneg (by positivity), key _ hx, key _ hy, ← mul_inv, ← div_eq_mul_inv]
  exact div_le_div_of_nonneg_left (sq_nonneg v) (mul_pos hsx hsy) hle
```

Here `hg` is the integrability of $x^{-1/2}$, `hprod` that of the product, and `hle` the inequality. `Integrable.mono'` makes the comparison.

**Q:** Then do the integral, one pair at a time.

**A:** Hold $x>0$ fixed. An antiderivative in $y$ is $v^2\log(x+y+d)$, so

$$\int_0^W\frac{v^2}{x+y+d}\,dy=v^2\bigl[\log(x+W+d)-\log(x+d)\bigr].$$

The proof checks that the logarithm's argument stays positive, differentiates, and applies the fundamental theorem of calculus.

```lean
/-- Integrating over the energy of one pair, with the other held at `x > 0`, gives a difference
of logarithms. -/
theorem integral_one_pair (v : ℝ) {W d x : ℝ} (hW : 0 < W) (hd : 0 ≤ d) (hx : 0 < x) :
    ∫ y in Ioc (0 : ℝ) W, v ^ 2 / (x + y + d)
      = v ^ 2 * (Real.log (x + (W + d)) - Real.log (x + d)) := by
  have hpos : ∀ y ∈ uIcc 0 W, 0 < x + y + d := by
    intro y hy
    rw [uIcc_of_le hW.le] at hy
    linarith [hy.1]
  have hderiv : ∀ y ∈ uIcc 0 W,
      HasDerivAt (fun y => v ^ 2 * Real.log (x + y + d)) (v ^ 2 / (x + y + d)) y := by
    intro y hy
    have h1 : HasDerivAt (fun y => x + y + d) 1 y :=
      ((hasDerivAt_id' y).const_add x).add_const d
    exact ((h1.log (hpos y hy).ne').const_mul (v ^ 2)).congr_deriv (by ring)
  have hcont : ContinuousOn (fun y => v ^ 2 / (x + y + d)) (uIcc 0 W) :=
    continuousOn_const.div (by fun_prop) (fun y hy => (hpos y hy).ne')
  rw [← intervalIntegral.integral_of_le hW.le,
    intervalIntegral.integral_eq_sub_of_hasDerivAt hderiv hcont.intervalIntegrable,
    add_zero, show x + (W + d) = x + W + d by ring]
  ring
```

For the second integration, take $c\ge 0$:

$$\int_0^W\log(x+c)\,dx=(W+c)\log(W+c)-c\log c-W .$$

Subtract the case $c=d$ from the case $c=W+d$. The two terms $-W$ cancel, leaving

$$E(d)=-v^2\bigl[(2W+d)\log(2W+d)-2(W+d)\log(W+d)+d\log d\bigr],$$

with $d\log d=0$ at $d=0$.

```lean
/-- Closed form of the second-order energy for every gap `d ≥ 0`; at `d = 0` the term
`d log d` is zero. -/
theorem secondOrderEnergy_eq (v : ℝ) {W d : ℝ} (hW : 0 < W) (hd : 0 ≤ d) :
    secondOrderEnergy v W d =
      -(v ^ 2 * ((2 * W + d) * Real.log (2 * W + d)
        - 2 * ((W + d) * Real.log (W + d)) + d * Real.log d)) := by
  have hI := integrableOn_square v hW hd
  rw [Measure.volume_eq_prod] at hI
  -- Fubini: integrate over one pair energy after the other
  have hF : ∫ p in Ioc (0 : ℝ) W ×ˢ Ioc (0 : ℝ) W, v ^ 2 / (p.1 + p.2 + d)
      = ∫ x in Ioc (0 : ℝ) W, ∫ y in Ioc (0 : ℝ) W, v ^ 2 / (x + y + d) :=
    setIntegral_prod _ hI
  have hin : ∫ x in Ioc (0 : ℝ) W, ∫ y in Ioc (0 : ℝ) W, v ^ 2 / (x + y + d)
      = ∫ x in Ioc (0 : ℝ) W, v ^ 2 * (Real.log (x + (W + d)) - Real.log (x + d)) :=
    setIntegral_congr_fun measurableSet_Ioc
      (fun x hx => integral_one_pair v hW hd hx.1)
  have hlog : ∀ c : ℝ, IntervalIntegrable (fun x => Real.log (x + c)) volume 0 W := by
    intro c
    simpa using (intervalIntegral.intervalIntegrable_log'
      (a := 0 + c) (b := W + c)).comp_add_right c
  have hval : ∀ c : ℝ, ∫ x in (0 : ℝ)..W, Real.log (x + c)
      = (W + c) * Real.log (W + c) - c * Real.log c - W := by
    intro c
    rw [intervalIntegral.integral_comp_add_right (fun x => Real.log x) c, integral_log, zero_add]
    ring
  unfold secondOrderEnergy
  rw [hF, hin, ← intervalIntegral.integral_of_le hW.le, intervalIntegral.integral_const_mul,
    intervalIntegral.integral_sub (hlog _) (hlog _), hval, hval,
    show W + (W + d) = 2 * W + d by ring]
  ring
```

In the proof, `hF` is Fubini's theorem, licensed by the integrability result; `hin` inserts the inner integral, and `hval` is the logarithmic integral above.

**Q:** Does that contain the plain integral of $1/(x+y+d)$ over the unit square?

**A:** Yes. Set $v=W=1$ and remove the overall minus sign:

```lean
/-- The double integral of `1 / (x + y + d)` over the unit square, for `d > 0`. -/
theorem integral_unit_square {d : ℝ} (hd : 0 < d) :
    ∫ p in Ioc (0 : ℝ) 1 ×ˢ Ioc (0 : ℝ) 1, 1 / (p.1 + p.2 + d)
      = (2 + d) * Real.log (2 + d) - 2 * ((1 + d) * Real.log (1 + d)) + d * Real.log d := by
  have h := secondOrderEnergy_eq 1 one_pos hd.le
  unfold secondOrderEnergy at h
  simp only [one_pow, mul_one, one_mul] at h
  linarith
```

**Q:** And when the gap closes?

**A:** At $d=0$ the bracket is $2W\log(2W)-2W\log W=2W\log 2$, so $E(0)=-2Wv^2\log 2$.

```lean
/-- At a closed gap the second-order energy is `-2 W v² log 2`. -/
theorem secondOrderEnergy_gapless (v : ℝ) {W : ℝ} (hW : 0 < W) :
    secondOrderEnergy v W 0 = -(v ^ 2 * (2 * W * Real.log 2)) := by
  rw [secondOrderEnergy_eq v hW le_rfl, add_zero, add_zero,
    Real.log_mul two_ne_zero hW.ne']
  ring
```

**Q:** That is the value at zero. I asked about the approach to zero.

**A:** The function $t\log t$ is continuous, including at $t=0$, so the closed form is continuous in $d$ and $E(d)\to E(0)$ as $d\to0^+$. For the unit square, the integral therefore tends to $2\log 2$. In Lean, `𝓝[>] 0` means approach through positive gaps, where `congr'` exchanges the closed form for the energy.

```lean
/-- As the gap closes, the second-order energy tends to the finite value `-2 W v² log 2`. -/
theorem tendsto_secondOrderEnergy (v : ℝ) {W : ℝ} (hW : 0 < W) :
    Tendsto (secondOrderEnergy v W) (𝓝[>] 0) (𝓝 (-(v ^ 2 * (2 * W * Real.log 2)))) := by
  have hc : ∀ a : ℝ, Continuous (fun d : ℝ => (a + d) * Real.log (a + d)) :=
    fun a => Real.continuous_mul_log.comp (continuous_const_add a)
  -- the closed form is continuous because t log t is
  have hG : Continuous (fun d : ℝ => -(v ^ 2 * ((2 * W + d) * Real.log (2 * W + d)
      - 2 * ((W + d) * Real.log (W + d)) + d * Real.log d))) :=
    (continuous_const.mul (((hc (2 * W)).sub (continuous_const.mul (hc W))).add
      Real.continuous_mul_log)).neg
  have h0 := (hG.tendsto 0).mono_left (nhdsWithin_le_nhds (s := Ioi (0 : ℝ)))
  rw [← secondOrderEnergy_eq v hW le_rfl, secondOrderEnergy_gapless v hW] at h0
  refine h0.congr' ?_
  filter_upwards [self_mem_nhdsWithin] with d hd
  exact (secondOrderEnergy_eq v hW (le_of_lt hd)).symm
```

**Q:** So nothing dramatic happens at closure?

**A:** The energy stays finite, but for $v\ne0$ its slope does not. Since $(t\log t)'=\log t+1$, the constants add to $1-2+1=0$, and for $d>0$

$$E'(d)=v^2\bigl[2\log(W+d)-\log(2W+d)-\log d\bigr].$$

The proof differentiates the closed form, which agrees with the energy throughout a neighbourhood of any $d>0$.

```lean
/-- The rate of change of the second-order energy with an open gap `d > 0`. -/
theorem hasDerivAt_secondOrderEnergy (v : ℝ) {W d : ℝ} (hW : 0 < W) (hd : 0 < d) :
    HasDerivAt (secondOrderEnergy v W)
      (v ^ 2 * (2 * Real.log (W + d) - Real.log (2 * W + d) - Real.log d)) d := by
  have h1 := HasDerivAt.comp_const_add (2 * W) d
    (Real.hasDerivAt_mul_log (x := 2 * W + d) (by positivity))
  have h2 := HasDerivAt.comp_const_add W d
    (Real.hasDerivAt_mul_log (x := W + d) (by positivity))
  have h3 := Real.hasDerivAt_mul_log hd.ne'
  have h := (((h1.fun_sub (h2.const_mul 2)).fun_add h3).const_mul (v ^ 2)).fun_neg
  refine (h.congr_of_eventuallyEq ?_).congr_deriv (by ring)
  filter_upwards [Ioi_mem_nhds hd] with t ht
  exact secondOrderEnergy_eq v hW (le_of_lt ht)
```

As $d\to0^+$, the first two terms approach a finite limit while $-\log d\to+\infty$. If $v\ne0$, the slope diverges. The proof makes the same split: `hc` handles the regular terms and `hl` the singular one.

```lean
/-- For a non-zero coupling, the slope of the second-order energy as a function of the gap
diverges to `+∞` as the gap closes. -/
theorem tendsto_slope_atTop {v W : ℝ} (hv : v ≠ 0) (hW : 0 < W) :
    Tendsto (deriv (secondOrderEnergy v W)) (𝓝[>] 0) atTop := by
  have hc : ContinuousAt (fun d : ℝ => 2 * Real.log (W + d) - Real.log (2 * W + d)) 0 := by
    have a1 : ContinuousAt (fun d : ℝ => Real.log (W + d)) 0 :=
      ContinuousAt.log (by fun_prop) (by simpa using hW.ne')
    have a2 : ContinuousAt (fun d : ℝ => Real.log (2 * W + d)) 0 :=
      ContinuousAt.log (by fun_prop) (by simpa using hW.ne')
    exact (continuousAt_const.mul a1).sub a2
  -- only the term -log d is singular
  have hl : Tendsto (fun d : ℝ => -Real.log d) (𝓝[>] 0) atTop :=
    tendsto_neg_atBot_atTop.comp Real.tendsto_log_nhdsGT_zero
  have hs := ((hc.tendsto.mono_left nhdsWithin_le_nhds).add_atTop hl).const_mul_atTop
    (show 0 < v ^ 2 by positivity)
  refine hs.congr' ?_
  filter_upwards [self_mem_nhdsWithin] with d hd
  rw [(hasDerivAt_secondOrderEnergy v hW hd).deriv]
  ring

end

end GapClosingSecondOrder
```

**Q:** What would I take from this into a correlation calculation?

**A:** In this constant-coupling model with two independent pair energies, a vanishing gap does not by itself make the second-order energy diverge, but for non-zero coupling the energy responds ever more steeply to the gap as it closes.

```lean
#print axioms GapClosingSecondOrder.integral_unit_square
#print axioms GapClosingSecondOrder.tendsto_secondOrderEnergy
#print axioms GapClosingSecondOrder.tendsto_slope_atTop
```

```
'GapClosingSecondOrder.integral_unit_square' depends on axioms: [propext, Classical.choice, Quot.sound]
'GapClosingSecondOrder.tendsto_secondOrderEnergy' depends on axioms: [propext, Classical.choice, Quot.sound]
'GapClosingSecondOrder.tendsto_slope_atTop' depends on axioms: [propext, Classical.choice, Quot.sound]
```
